# With a source and levels symmetric about the probe frequency, odd minimal-residual steps gain nothing

Let $A$ be a complex square matrix, $b$ a source vector and $S$ a unitary with $SAS^\dagger=-A$ and $Sb=b$. Write $R_k$ for the infimum of $\|p(A)b\|$ over complex polynomials $p$ of degree at most $k$ with $p(0)=1$. Then for every $m\ge 0$

$$R_{2m+1}=R_{2m}.$$

$A$ need not be Hermitian. One case is a response calculation with $A=H-\omega$, where $H$ is the Hamiltonian and $\omega$ a real probe frequency, in units with $\hbar=1$ and counted from the same zero of energy as the levels of $H$. The condition on $A$ then reads $SHS^\dagger=2\omega-H$: a level at $\omega+\delta$ has a partner at $\omega-\delta$.

## Stopping rules in a response solver

A minimal-residual solver for $Ax=b$, started from $x_0=0$, picks $x_k$ from the span of $b,Ab,\dots,A^{k-1}b$ so that $\|b-Ax_k\|$ is smallest. Its residual $b-Ax_k$ has the form $p(A)b$ with $p(0)=1$ and degree at most $k$, so its norm is $R_k$. For a nonzero start, the initial residual takes the place of $b$.

Take an open, non-interacting tight-binding chain with an even number of sites, equal site energies, nonzero nearest-neighbour hopping, $\omega$ at the site energy and a source on one site. Let $S$ be $+1$ on the sublattice of that site and $-1$ on the other. Both conditions hold. The first step sets $x_1=\alpha b$ with $\alpha=\langle Ab,b\rangle/\|Ab\|^2$. Since $Ab$ lives on the neighbouring sites, $\alpha=0$ and $x_1=0$. A rule that stops when one iteration fails to lower the residual would end the run there.

## Averaging a polynomial with its mirror image

Since $S$ is unitary, $SA=-AS$, hence $SA^j=(-A)^jS$ for every power $j$ and $Sp(A)=p(-A)S$. With $Sb=b$,

$$p(-A)b=p(-A)Sb=Sp(A)b.$$

Let $p$ be admissible for degree $2m+1$ and set $q(x)=\tfrac12\,(p(x)+p(-x))$. Then $q(0)=1$, and the odd powers cancel, so $q$ has degree at most $2m$. Because $S$ preserves the norm,

$$\|q(A)b\|=\tfrac12\|p(A)b+Sp(A)b\|\le\|p(A)b\|.$$

Thus $R_{2m}\le\|p(A)b\|$ for every such $p$, which gives $R_{2m}\le R_{2m+1}$. The reverse inequality holds because a larger degree admits more polynomials.

For numbers, take levels $3$ and $1$ with $\omega=2$, so $A=\mathrm{diag}(1,-1)$, and $b=(1,1)$. For $p(x)=1+cx$,

$$\|p(A)b\|^2=|1+c|^2+|1-c|^2=2+2|c|^2,$$

which is smallest at $c=0$. So $R_0=R_1=\sqrt2$, while $1-x^2$ gives $R_2=0$. For the normalised source $b/\sqrt2$ the sequence is $1,1,0$.

## The Lean file

```lean
import Mathlib

open Matrix Polynomial

namespace SymmetricLevelsMinimalResidual

noncomputable section

variable {n : Type*} [Fintype n] [DecidableEq n]

/-- The Euclidean norm of the residual `p(A) b` belonging to the polynomial `p`. -/
def resNorm (A : Matrix n n ℂ) (b : n → ℂ) (p : ℂ[X]) : ℝ :=
  ‖(WithLp.toLp 2 (aeval A p *ᵥ b) : EuclideanSpace ℂ n)‖

/-- The minimal residual after `k` iterations: the infimum of `‖p(A) b‖` over complex
polynomials of degree at most `k` with `p(0) = 1`. -/
def minRes (A : Matrix n n ℂ) (b : n → ℂ) (k : ℕ) : ℝ :=
  ⨅ p : {p : ℂ[X] // p.natDegree ≤ k ∧ p.eval 0 = 1}, resNorm A b p.1

/-- The even part `(p(x) + p(-x)) / 2` of a polynomial. -/
def evenPart (p : ℂ[X]) : ℂ[X] := (1 / 2 : ℂ) • (p + p.comp (C (-1) * X))

/-- Every admissible polynomial bounds the minimal residual from above. -/
theorem minRes_le {A : Matrix n n ℂ} {b : n → ℂ} {k : ℕ} {p : ℂ[X]}
    (hp : p.natDegree ≤ k) (h0 : p.eval 0 = 1) : minRes A b k ≤ resNorm A b p := by
  have hb : BddBelow (Set.range fun p : {p : ℂ[X] // p.natDegree ≤ k ∧ p.eval 0 = 1} =>
      resNorm A b p.1) := ⟨0, by rintro _ ⟨q, rfl⟩; exact norm_nonneg _⟩
  exact ciInf_le hb ⟨p, hp, h0⟩

/-- A lower bound on all admissible residuals is a lower bound on the minimal residual. -/
theorem le_minRes {A : Matrix n n ℂ} {b : n → ℂ} {k : ℕ} {c : ℝ}
    (h : ∀ p : ℂ[X], p.natDegree ≤ k → p.eval 0 = 1 → c ≤ resNorm A b p) :
    c ≤ minRes A b k := by
  have : Nonempty {p : ℂ[X] // p.natDegree ≤ k ∧ p.eval 0 = 1} := ⟨⟨1, by simp⟩⟩
  exact le_ciInf fun p => h p.1 p.2.1 p.2.2

/-- Before the first iteration the minimal residual is the norm of the source `b`. -/
theorem minRes_zero (A : Matrix n n ℂ) (b : n → ℂ) :
    minRes A b 0 = ‖(WithLp.toLp 2 b : EuclideanSpace ℂ n)‖ := by
  have h1 : resNorm A b 1 = ‖(WithLp.toLp 2 b : EuclideanSpace ℂ n)‖ := by
    simp [resNorm]
  rw [← h1]
  refine le_antisymm (minRes_le (by simp) (by simp)) (le_minRes fun p hp h0 => ?_)
  have hp1 : p = 1 := by
    rw [eq_C_of_natDegree_le_zero hp, coeff_zero_eq_eval_zero, h0, C_1]
  rw [hp1]

/-- A unitary matrix preserves the Euclidean norm. -/
theorem norm_unitary_mulVec {S : Matrix n n ℂ} (hS : S ∈ unitaryGroup n ℂ) (v : n → ℂ) :
    ‖(WithLp.toLp 2 (S *ᵥ v) : EuclideanSpace ℂ n)‖ =
      ‖(WithLp.toLp 2 v : EuclideanSpace ℂ n)‖ := by
  have hS' : Sᴴ * S = 1 := mem_unitaryGroup_iff'.1 hS
  have key : ∀ w : n → ℂ,
      ((‖(WithLp.toLp 2 w : EuclideanSpace ℂ n)‖ ^ 2 : ℝ) : ℂ) = star w ⬝ᵥ w := by
    intro w
    rw [EuclideanSpace.norm_sq_eq]
    simp [dotProduct, Complex.conj_mul']
  have h : star (S *ᵥ v) ⬝ᵥ (S *ᵥ v) = star v ⬝ᵥ v := by
    rw [Matrix.star_mulVec, Matrix.dotProduct_mulVec, Matrix.vecMul_vecMul, hS',
      Matrix.vecMul_one]
  rw [← key, ← key] at h
  exact (sq_eq_sq₀ (norm_nonneg _) (norm_nonneg _)).1 (Complex.ofReal_injective h)

/-- If the unitary `S` reverses the sign of `A` and fixes `b`, then replacing `p(x)` by `p(-x)`
turns the residual `p(A) b` into its mirror image `S p(A) b`. -/
theorem mirrored_residual {A S : Matrix n n ℂ} {b : n → ℂ} (hS : S ∈ unitaryGroup n ℂ)
    (hA : S * A * Sᴴ = -A) (hb : S *ᵥ b = b) (p : ℂ[X]) :
    aeval A (p.comp (C (-1) * X)) *ᵥ b = S *ᵥ (aeval A p *ᵥ b) := by
  have hS' : Sᴴ * S = 1 := mem_unitaryGroup_iff'.1 hS
  have hSA : SemiconjBy S A (-A) := by
    change S * A = -A * S
    rw [← hA, mul_assoc (S * A), hS', mul_one]
  -- the sign reversal passes from `A` to every polynomial in `A`
  have hp : S * aeval A p = aeval (-A) p * S := by
    induction p using Polynomial.induction_on' with
    | add p q hp hq => rw [map_add, map_add, mul_add, add_mul, hp, hq]
    | monomial k a =>
      have hk : S * A ^ k = (-A) ^ k * S := hSA.pow_right k
      rw [aeval_monomial, aeval_monomial, ← mul_assoc, ← Algebra.commutes a S, mul_assoc,
        hk, mul_assoc]
  have hneg : aeval A (C (-1) * X : ℂ[X]) = -A := by simp
  rw [aeval_comp, hneg, Matrix.mulVec_mulVec, hp, ← Matrix.mulVec_mulVec, hb]

/-- The even part of a polynomial of degree at most `2m+1` has degree at most `2m`. -/
theorem natDegree_evenPart_le {p : ℂ[X]} {m : ℕ} (hp : p.natDegree ≤ 2 * m + 1) :
    (evenPart p).natDegree ≤ 2 * m := by
  rw [natDegree_le_iff_coeff_eq_zero]
  intro N hN
  rw [evenPart, coeff_smul, coeff_add, comp_C_mul_X_coeff]
  rcases Nat.lt_or_ge (2 * m + 1) N with h | h
  · rw [coeff_eq_zero_of_natDegree_lt (lt_of_le_of_lt hp h)]
    simp
  · have hN' : N = 2 * m + 1 := by omega
    rw [hN', pow_succ, pow_mul]
    simp

/-- **Every second iteration gains nothing.** If a unitary `S` reverses the sign of `A` and
fixes the source `b`, the minimal residuals for degrees `2m+1` and `2m` are equal. -/
theorem minRes_odd_eq_even {A S : Matrix n n ℂ} {b : n → ℂ} (hS : S ∈ unitaryGroup n ℂ)
    (hA : S * A * Sᴴ = -A) (hb : S *ᵥ b = b) (m : ℕ) :
    minRes A b (2 * m + 1) = minRes A b (2 * m) := by
  refine le_antisymm (le_minRes fun p hp h0 => minRes_le (by omega) h0)
    (le_minRes fun p hp h0 => ?_)
  have he : (evenPart p).eval 0 = 1 := by
    simp only [evenPart, eval_smul, eval_add, eval_comp, eval_mul, eval_C, eval_X, mul_zero,
      h0, smul_eq_mul]
    norm_num
  refine (minRes_le (natDegree_evenPart_le hp) he).trans ?_
  -- the even residual is the average of the residual and its mirror image
  have hr : aeval A (evenPart p) *ᵥ b =
      (1 / 2 : ℂ) • (aeval A p *ᵥ b + S *ᵥ (aeval A p *ᵥ b)) := by
    rw [evenPart, map_smul, map_add, Matrix.smul_mulVec, Matrix.add_mulVec,
      mirrored_residual hS hA hb]
  have ht := norm_add_le (WithLp.toLp 2 (aeval A p *ᵥ b) : EuclideanSpace ℂ n)
    (WithLp.toLp 2 (S *ᵥ (aeval A p *ᵥ b)))
  rw [norm_unitary_mulVec hS] at ht
  have h2 : ‖(1 / 2 : ℂ)‖ = 1 / 2 := by norm_num
  rw [resNorm, resNorm, hr, WithLp.toLp_smul, WithLp.toLp_add, norm_smul, h2]
  linarith

/-- Response at probe frequency `ω`: if a unitary `S` reflects the Hamiltonian about `ω`,
`S H Sᴴ = 2ω - H`, and fixes the source `b`, then for `H - ω` the minimal residuals for
degrees `2m+1` and `2m` are equal. -/
theorem minRes_probe {H S : Matrix n n ℂ} {b : n → ℂ} {ω : ℝ} (hS : S ∈ unitaryGroup n ℂ)
    (hH : S * H * Sᴴ = (2 * ω : ℂ) • (1 : Matrix n n ℂ) - H) (hb : S *ᵥ b = b) (m : ℕ) :
    minRes (H - (ω : ℂ) • (1 : Matrix n n ℂ)) b (2 * m + 1) =
      minRes (H - (ω : ℂ) • (1 : Matrix n n ℂ)) b (2 * m) := by
  refine minRes_odd_eq_even hS ?_ hb m
  have hS' : S * Sᴴ = 1 := mem_unitaryGroup_iff.1 hS
  rw [Matrix.mul_sub, Matrix.sub_mul, hH, Matrix.mul_smul, Matrix.smul_mul, mul_one, hS']
  module

/-- Two levels at distance one above and below the probe frequency. -/
def twoLevel : Matrix (Fin 2) (Fin 2) ℂ := !![1, 0; 0, -1]

/-- The exchange of the two levels. -/
def exchange : Matrix (Fin 2) (Fin 2) ℂ := !![0, 1; 1, 0]

/-- Two levels driven equally meet all the hypotheses; the minimal residual is `√2` after one
iteration and zero after two. -/
theorem twoLevel_witness :
    exchange ∈ unitaryGroup (Fin 2) ℂ ∧ exchange * twoLevel * exchangeᴴ = -twoLevel ∧
      exchange *ᵥ ![1, 1] = ![1, 1] ∧
      minRes twoLevel ![1, 1] 1 = √2 ∧ minRes twoLevel ![1, 1] 2 = 0 := by
  have hS : exchange ∈ unitaryGroup (Fin 2) ℂ := by
    rw [mem_unitaryGroup_iff, Matrix.star_eq_conjTranspose]
    ext i j
    fin_cases i <;> fin_cases j <;>
      simp [exchange, Matrix.mul_apply, Fin.sum_univ_succ]
  have hA : exchange * twoLevel * exchangeᴴ = -twoLevel := by
    ext i j
    fin_cases i <;> fin_cases j <;>
      simp [exchange, twoLevel, Matrix.mul_apply, Fin.sum_univ_succ]
  have hb : exchange *ᵥ ![1, 1] = ![1, 1] := by
    ext i
    fin_cases i <;> simp [exchange, Matrix.mulVec, dotProduct, Fin.sum_univ_succ]
  refine ⟨hS, hA, hb, ?_, le_antisymm ?_ (le_minRes fun p _ _ => norm_nonneg _)⟩
  · have h := minRes_odd_eq_even hS hA hb 0
    rw [mul_zero, zero_add, minRes_zero] at h
    rw [h, EuclideanSpace.norm_eq]
    norm_num [Fin.sum_univ_two]
  · -- the polynomial `1 - x²` vanishes at both levels
    have hz : aeval twoLevel (1 - X ^ 2 : ℂ[X]) = 0 := by
      rw [map_sub, map_one, map_pow, aeval_X, pow_two]
      ext i j
      fin_cases i <;> fin_cases j <;>
        simp [twoLevel]
    refine (minRes_le (p := 1 - X ^ 2) (by compute_degree) (by simp)).trans ?_
    simp [resNorm, hz]

/-- With the same two levels but a source on one level only, the first iteration lowers the
minimal residual from one to zero. -/
theorem one_sided_source_gains :
    minRes twoLevel ![1, 0] 0 = 1 ∧ minRes twoLevel ![1, 0] 1 = 0 := by
  refine ⟨?_, le_antisymm ?_ (le_minRes fun p _ _ => norm_nonneg _)⟩
  · rw [minRes_zero, EuclideanSpace.norm_eq]
    norm_num [Fin.sum_univ_two]
  · -- the polynomial `1 - x` vanishes at the driven level
    have hz : aeval twoLevel (1 - X : ℂ[X]) *ᵥ ![1, 0] = 0 := by
      rw [map_sub, map_one, aeval_X]
      ext i
      fin_cases i <;> simp [twoLevel, Matrix.mulVec, dotProduct, Fin.sum_univ_succ]
    refine (minRes_le (p := 1 - X) (by compute_degree) (by simp)).trans ?_
    rw [resNorm, hz]
    simp

end

end SymmetricLevelsMinimalResidual
```

```lean
#print axioms SymmetricLevelsMinimalResidual.minRes_probe
#print axioms SymmetricLevelsMinimalResidual.one_sided_source_gains
```

```
'SymmetricLevelsMinimalResidual.minRes_probe' depends on axioms: [propext, Classical.choice, Quot.sound]
'SymmetricLevelsMinimalResidual.one_sided_source_gains' depends on axioms: [propext, Classical.choice, Quot.sound]
```

## From `minRes` to the solver

`resNorm A b p` is $\|p(A)b\|$: `aeval A p` is $p(A)$, and `WithLp.toLp 2` selects the Euclidean norm. `minRes A b k` is $R_k$. The main theorem is `minRes_odd_eq_even`; `minRes_probe` restates it for $H-\omega$ by reducing the reflection of $H$ to the sign reversal of $A$.

`minRes_le` and `le_minRes` are the two properties of an infimum, and `le_antisymm` joins the two inequalities. `norm_unitary_mulVec` obtains norm preservation from $S^\dagger S=1$. `mirrored_residual` proves $p(-A)b=Sp(A)b$ by induction over sums and monomials. `natDegree_evenPart_le` checks that the coefficients above degree $2m$ vanish. In the main proof, `norm_add_le` supplies the triangle inequality.

`twoLevel_witness` confirms the example above. `one_sided_source_gains` keeps its levels but takes $b=(1,0)$: the residual falls from $1$ to $0$ in the first step, so symmetric levels without any condition on the source are not enough.

The file treats the polynomial problem and contains no solver, so it says nothing about rounding or loss of orthogonality. The matrices are finite, and the symmetry is assumed exactly, with no estimate for levels or sources that are only nearly symmetric. For Hermitian $H$, a damping term $-i\eta$ with $\eta\neq0$ breaks the condition: $S$ reverses $H-\omega$ but leaves $-i\eta$ unchanged. Nor does the theorem promise that even steps make progress.
